# The absolute couplings of one plane wave to a finite basis add up to at most the sum of the potential's absolute Fourier coefficients

A potential with finitely many non-zero Fourier coefficients `V` couples the plane waves labelled `G` and `K` through the coefficient `V (G - K)`. The theorem `coupling_sum_le` says that, for any `G` in the additive commutative group `Γ` and any finite set `B` of labels, the sum of `‖V (G - K)‖` over `K` in `B` is at most `potentialSum V`, the sum of the absolute values of all the coefficients. `G` need not lie in `B`, and the potential need not be real. The proof renames the differences `G - K` as `Q`, which is allowed because different `K` give different `Q`, then enlarges the set of `Q` to take in the whole support of `V`, and finally drops the terms that are zero.

In Lean, a first try:

```lean
import Mathlib

open ComplexConjugate

namespace PlaneWaveGroundStateIteration

noncomputable section

variable {Γ : Type*} [AddCommGroup Γ]
variable {E : Type*} [NormedAddCommGroup E] [InnerProductSpace ℂ E]

/-- The sum `m` of the absolute values of the Fourier coefficients of the potential. -/
def potentialSum (V : Γ →₀ ℂ) : ℝ := ∑ G ∈ V.support, ‖V G‖

/-- The absolute values of the couplings of one plane wave to the basis add up to at most `m`. -/
theorem coupling_sum_le (B : Finset Γ) (V : Γ →₀ ℂ) (G : Γ) :
    ∑ K : B, ‖V (G - K)‖ ≤ potentialSum V := by
  classical
  let S : Finset Γ := Finset.univ.image fun K : B => G - (K : Γ)
  calc ∑ K : B, ‖V (G - K)‖ = ∑ Q ∈ S, ‖V Q‖ := by
        refine (Finset.sum_image ?_).symm
        intro a _ b _ h
        have h' : G - (a : Γ) = G - b := h
        exact Subtype.ext (sub_right_inj.mp h')
    _ ≤ ∑ Q ∈ S ∪ V.support, ‖V Q‖ :=
        Finset.sum_le_sum_of_subset_of_nonneg Finset.subset_union_left
          fun _ _ _ => norm_nonneg _
    _ = potentialSum V := (Finset.sum_subset Finset.subset_union_right
          fun Q _ hQ => by simp [Finsupp.notMem_support_iff.mp hQ]).symm

end

end PlaneWaveGroundStateIteration
```

The error:

```
Main.lean:21:16: error: typeclass instance problem is stuck
  DecidableEq ?m.116

Note: Lean will not try to resolve this typeclass instance problem because the type argument to `DecidableEq` is a metavariable. This argument must be fully determined before Lean will try to resolve the typeclass.

Hint: Adding type annotations and supplying implicit arguments to functions can give Lean more information for typeclass resolution. For example, if you have a variable `x` that you intend to be a `Nat`, but Lean reports it as having an unresolved type like `?m`, replacing `x` with `(x : Nat)` can get typeclass resolution un-stuck.
```

The mended proof, as a diff:

```diff
@@ -19,5 +19,7 @@
   let S : Finset Γ := Finset.univ.image fun K : B => G - (K : Γ)
   calc ∑ K : B, ‖V (G - K)‖ = ∑ Q ∈ S, ‖V Q‖ := by
-        refine (Finset.sum_image ?_).symm
+        symm
+        change ∑ Q ∈ Finset.univ.image (fun K : B => G - (K : Γ)), ‖V Q‖ = _
+        rw [Finset.sum_image]
         intro a _ b _ h
         have h' : G - (a : Γ) = G - b := h
```

Diagnosis. The error is at `Finset.sum_image`, the lemma that turns a sum over an image into a sum over the original set. It needs decidable equality on the type in which the image lies. Here that type should be `Γ`, but in `refine (Finset.sum_image ?_).symm` Lean had not determined it, so the search for `DecidableEq ?m.116` was stuck. `classical` doesn't help while the type itself is unknown.

The repair lets the goal supply the type. `symm` puts the sum over `S` on the left, and `change` replaces the local name `S` by its definition, so that the goal visibly contains `Finset.univ.image`. `rw [Finset.sum_image]` can then match the lemma's left side against that sum, which fixes the type as `Γ` and settles the instance. The rewritten equation closes by reflexivity, and what is left is the lemma's condition that the map is injective on the set, which the unchanged lines from `intro` onwards prove. `symm` only turns the equation round to suit the form written in `change`; it is not itself what supplies the missing type.
